# Ground energies in all on-site potentials fix the on-site energies and hopping moduli of a Hermitian matrix

If a model Hamiltonian is fitted to ground energies without knowing which matrix entries those energies determine, a mere difference of phase convention can be mistaken for a failed fit, or a perfect fit for a recovered Hamiltonian. For one electron on finitely many sites, with a Hermitian matrix as its Hamiltonian, the ground energies in all real on-site potentials determine every diagonal entry and every off-diagonal modulus, but they can leave phases open.

In Lean 4 with Mathlib:

```lean
import Mathlib

open Matrix
open scoped ComplexOrder

namespace LocalEnvironments

noncomputable section

variable {n : Type*} [Fintype n] [DecidableEq n]

/-- The Hamiltonian `A` placed in a local environment: the real on-site potential `v` is added. -/
def inEnvironment (A : Matrix n n ℂ) (v : n → ℝ) : Matrix n n ℂ :=
  A + diagonal (fun i => (v i : ℂ))

/-- The ground energy: the infimum of the real spectrum, meant for Hermitian matrices of
nonzero size. -/
def groundEnergy (A : Matrix n n ℂ) : ℝ := sInf (spectrum ℝ A)

/-- Two Hamiltonians are isoenergetic if their ground energies agree in every environment. -/
def Isoenergetic (A B : Matrix n n ℂ) : Prop :=
  ∀ v : n → ℝ, groundEnergy (inEnvironment A v) = groundEnergy (inEnvironment B v)

/-- The total hopping strength out of site `k`, with site weights `d`, relative to the weight of
`k`; meant for positive weights. -/
def hoppingLoad (A : Matrix n n ℂ) (d : n → ℝ) (k : n) : ℝ :=
  (∑ l ∈ Finset.univ.erase k, ‖A k l‖ * d l) / d k

/-- Site weights equal to one on the sites `i` and `j` and to `ε` elsewhere. -/
def pairWeight (i j : n) (ε : ℝ) (l : n) : ℝ := if l = i ∨ l = j then 1 else ε

/-- The ground energy of a Hermitian matrix of nonzero size is its lowest eigenvalue. -/
theorem groundEnergy_isLeast [Nonempty n] {A : Matrix n n ℂ} (hA : A.IsHermitian) :
    IsLeast (spectrum ℝ A) (groundEnergy A) := by
  have hs := hA.spectrum_real_eq_range_eigenvalues
  have hf : (spectrum ℝ A).Finite := by rw [hs]; exact Set.finite_range _
  have hne : (spectrum ℝ A).Nonempty := by rw [hs]; exact Set.range_nonempty _
  exact ⟨hne.csInf_mem hf, fun E hE => csInf_le hf.bddBelow hE⟩

/-- A Hermitian matrix with nonnegative ground energy is positive semidefinite. -/
theorem posSemidef_of_groundEnergy_nonneg [Nonempty n] {A : Matrix n n ℂ}
    (hA : A.IsHermitian) (h : 0 ≤ groundEnergy A) : A.PosSemidef := by
  refine hA.posSemidef_iff_eigenvalues_nonneg.mpr fun i => ?_
  refine le_trans h ((groundEnergy_isLeast hA).2 ?_)
  rw [hA.spectrum_real_eq_range_eigenvalues]
  exact ⟨i, rfl⟩

/-- If, for some positive site weights, every on-site energy of a Hermitian matrix dominates the
weighted hoppings out of its site, the ground energy is nonnegative. -/
theorem groundEnergy_nonneg_of_dominance [Nonempty n] {A : Matrix n n ℂ}
    (hA : A.IsHermitian) (d : n → ℝ) (hd : ∀ k, 0 < d k)
    (h : ∀ k, ∑ l ∈ Finset.univ.erase k, ‖A k l‖ * d l ≤ (A k k).re * d k) :
    0 ≤ groundEnergy A := by
  have hE := (groundEnergy_isLeast hA).1
  generalize groundEnergy A = E at hE ⊢
  rw [spectrum.mem_iff, Matrix.isUnit_iff_isUnit_det, isUnit_iff_ne_zero, not_not] at hE
  obtain ⟨x, hx, hMx⟩ := Matrix.exists_mulVec_eq_zero_iff.mpr hE
  -- the site where the eigenvector is largest relative to the weights
  obtain ⟨k, hk⟩ := Finite.exists_max (fun k => ‖x k‖ / d k)
  have hb : ∀ l, ‖x l‖ * d k ≤ ‖x k‖ * d l := fun l =>
    (div_le_div_iff₀ (hd l) (hd k)).mp (hk l)
  have hxk : 0 < ‖x k‖ := by
    refine lt_of_le_of_ne (norm_nonneg _) fun h0 => hx (funext fun l => ?_)
    have h1 := hb l
    rw [← h0, zero_mul] at h1
    exact norm_le_zero_iff.mp (nonpos_of_mul_nonpos_left h1 (hd k))
  have halg : algebraMap ℝ (Matrix n n ℂ) E = diagonal (fun _ => (E : ℂ)) := by
    ext a b
    simp [Matrix.algebraMap_matrix_apply, Matrix.diagonal_apply]
  have hrow : ((E : ℂ) - A k k) * x k = ∑ l ∈ Finset.univ.erase k, A k l * x l := by
    have h1 := congrFun hMx k
    rw [halg, Matrix.sub_mulVec, Pi.sub_apply, Matrix.mulVec_diagonal, Pi.zero_apply] at h1
    have h2 : (A *ᵥ x) k = ∑ l, A k l * x l := rfl
    have h3 := Finset.add_sum_erase Finset.univ (fun l => A k l * x l) (Finset.mem_univ k)
    linear_combination h1 + h2 - h3
  have hn : ‖(E : ℂ) - A k k‖ * ‖x k‖ * d k ≤ (A k k).re * d k * ‖x k‖ := by
    calc ‖(E : ℂ) - A k k‖ * ‖x k‖ * d k
        = ‖∑ l ∈ Finset.univ.erase k, A k l * x l‖ * d k := by rw [← norm_mul, hrow]
      _ ≤ (∑ l ∈ Finset.univ.erase k, ‖A k l * x l‖) * d k :=
          mul_le_mul_of_nonneg_right (norm_sum_le _ _) (hd k).le
      _ = ∑ l ∈ Finset.univ.erase k, ‖A k l‖ * (‖x l‖ * d k) := by
          rw [Finset.sum_mul]
          exact Finset.sum_congr rfl fun l _ => by rw [norm_mul, mul_assoc]
      _ ≤ ∑ l ∈ Finset.univ.erase k, ‖A k l‖ * (‖x k‖ * d l) :=
          Finset.sum_le_sum fun l _ => mul_le_mul_of_nonneg_left (hb l) (norm_nonneg _)
      _ = (∑ l ∈ Finset.univ.erase k, ‖A k l‖ * d l) * ‖x k‖ := by
          rw [Finset.sum_mul]
          exact Finset.sum_congr rfl fun l _ => by ring
      _ ≤ (A k k).re * d k * ‖x k‖ := mul_le_mul_of_nonneg_right (h k) hxk.le
  have hle : ‖(E : ℂ) - A k k‖ ≤ (A k k).re :=
    le_of_mul_le_mul_right (by linarith) (mul_pos hxk (hd k))
  have hre := (abs_le.mp (Complex.abs_re_le_norm ((E : ℂ) - A k k))).1
  rw [Complex.sub_re, Complex.ofReal_re] at hre
  linarith

/-- For isoenergetic Hermitian `A` and `B` and any positive site weights, the hopping loads of `A`
limit how far on-site energies of `B` lie below those of `A` and, together with the on-site energy
differences, how large hoppings of `B` are. -/
theorem probe_bounds [Nonempty n] {A B : Matrix n n ℂ} (hA : A.IsHermitian)
    (hB : B.IsHermitian) (h : Isoenergetic A B) (d : n → ℝ) (hd : ∀ k, 0 < d k) :
    (∀ i, (A i i).re ≤ (B i i).re + hoppingLoad A d i) ∧
    ∀ i j, i ≠ j → ‖B i j‖ ^ 2 ≤ ((B i i).re - (A i i).re + hoppingLoad A d i) *
      ((B j j).re - (A j j).re + hoppingLoad A d j) := by
  -- the environment in which `A` is just dominated by its diagonal
  obtain ⟨v, hv⟩ : ∃ v : n → ℝ, ∀ k, v k = hoppingLoad A d k - (A k k).re :=
    ⟨_, fun _ => rfl⟩
  have hdiag : ∀ (M : Matrix n n ℂ) k, inEnvironment M v k k = M k k + (v k : ℂ) :=
    fun M k => by simp [inEnvironment]
  have hoff : ∀ (M : Matrix n n ℂ) {k l}, k ≠ l → inEnvironment M v k l = M k l :=
    fun M k l hkl => by simp [inEnvironment, Matrix.diagonal_apply_ne _ hkl]
  have hherm : ∀ {M : Matrix n n ℂ}, M.IsHermitian → (inEnvironment M v).IsHermitian := by
    intro M hM
    refine Matrix.IsHermitian.ext fun a b => ?_
    by_cases hab : a = b
    · subst hab
      rw [hdiag, star_add, hM.apply]
      simp
    · rw [hoff M hab, hoff M (Ne.symm hab), hM.apply]
  have hP : (inEnvironment B v).PosSemidef := by
    apply posSemidef_of_groundEnergy_nonneg (hherm hB)
    rw [← h v]
    refine groundEnergy_nonneg_of_dominance (hherm hA) d hd fun k => le_of_eq ?_
    rw [hdiag, Complex.add_re, Complex.ofReal_re, hv, add_sub_cancel, hoppingLoad,
      div_mul_cancel₀ _ (hd k).ne']
    exact Finset.sum_congr rfl fun l hl => by rw [hoff A (Finset.ne_of_mem_erase hl).symm]
  constructor
  · intro i
    have h0 : 0 ≤ inEnvironment B v i i := hP.diag_nonneg
    have h1 := (Complex.nonneg_iff.mp h0).1
    rw [hdiag, Complex.add_re, Complex.ofReal_re, hv] at h1
    linarith
  · intro i j hij
    -- the two-site principal minor
    have h0 := (hP.submatrix ![i, j]).det_nonneg
    rw [Matrix.det_fin_two] at h0
    change 0 ≤ inEnvironment B v i i * inEnvironment B v j j -
      inEnvironment B v i j * inEnvironment B v j i at h0
    rw [hdiag, hdiag, hoff B hij, hoff B hij.symm, ← hB.apply j i] at h0
    have h1 := (Complex.nonneg_iff.mp h0).1
    have him : (B i i).im = 0 := Complex.conj_eq_iff_im.mp (hB.apply i i)
    simp only [Complex.sub_re, Complex.mul_re, Complex.add_re, Complex.add_im,
      Complex.ofReal_re, Complex.ofReal_im, Complex.star_def, Complex.conj_re,
      Complex.conj_im, him, hv] at h1
    rw [Complex.sq_norm, Complex.normSq_apply]
    linarith

/-- For isoenergetic Hermitian `A` and `B`, no on-site energy of `A` exceeds that of `B`; if the
on-site energies agree, no hopping of `B` exceeds that of `A` in modulus. -/
theorem one_sided_comparison [Nonempty n] {A B : Matrix n n ℂ} (hA : A.IsHermitian)
    (hB : B.IsHermitian) (h : Isoenergetic A B) :
    (∀ i, (A i i).re ≤ (B i i).re) ∧
    ((∀ i, (B i i).re = (A i i).re) → ∀ i j, i ≠ j → ‖B i j‖ ≤ ‖A i j‖) := by
  have small : ∀ a b S : ℝ, 0 ≤ S → (∀ ε > 0, a ≤ b + ε * S) → a ≤ b := by
    intro a b S hS hab
    refine le_of_forall_pos_le_add fun δ hδ => ?_
    have h1 := hab (δ / (S + 1)) (by positivity)
    have h2 : δ / (S + 1) * S ≤ δ := by
      rw [div_mul_eq_mul_div, div_le_iff₀ (by positivity)]
      nlinarith
    linarith
  have hpos : ∀ (i j : n) (ε : ℝ), 0 < ε → ∀ l, 0 < pairWeight i j ε l := by
    intro i j ε hε l
    unfold pairWeight
    split_ifs
    · exact one_pos
    · exact hε
  have hS : ∀ i, 0 ≤ ∑ l, ‖A i l‖ := fun i => Finset.sum_nonneg fun _ _ => norm_nonneg _
  -- only the hopping between the two chosen sites survives as `ε` tends to zero
  have hrow : ∀ (i j : n) (ε : ℝ), 0 < ε → hoppingLoad A (pairWeight i j ε) i ≤
      (if j ∈ Finset.univ.erase i then ‖A i j‖ else 0) + ε * ∑ l, ‖A i l‖ := by
    intro i j ε hε
    have hi : pairWeight i j ε i = 1 := by simp [pairWeight]
    rw [hoppingLoad, hi, div_one]
    have h1 : ∑ l ∈ Finset.univ.erase i, ‖A i l‖ * pairWeight i j ε l ≤
        ∑ l ∈ Finset.univ.erase i, ((if l = j then ‖A i l‖ else 0) + ε * ‖A i l‖) := by
      refine Finset.sum_le_sum fun l hl => ?_
      have hli := Finset.ne_of_mem_erase hl
      have h0 : 0 ≤ ε * ‖A i l‖ := by positivity
      by_cases hlj : l = j
      · rw [pairWeight, if_pos (Or.inr hlj), if_pos hlj]
        linarith
      · rw [pairWeight, if_neg (not_or.mpr ⟨hli, hlj⟩), if_neg hlj]
        linarith
    rw [Finset.sum_add_distrib, Finset.sum_ite_eq', ← Finset.mul_sum] at h1
    have h2 : ∑ l ∈ Finset.univ.erase i, ‖A i l‖ ≤ ∑ l, ‖A i l‖ :=
      Finset.sum_le_sum_of_subset_of_nonneg (Finset.subset_univ _) fun _ _ _ => norm_nonneg _
    linarith [mul_le_mul_of_nonneg_left h2 hε.le]
  constructor
  · intro i
    refine small _ _ _ (hS i) fun ε hε => ?_
    have h1 := (probe_bounds hA hB h _ (hpos i i ε hε)).1 i
    have h2 := hrow i i ε hε
    rw [if_neg (by simp)] at h2
    linarith
  · intro heq i j hij
    refine small _ _ _ (add_nonneg (hS i) (hS j)) fun ε hε => ?_
    have h1 := (probe_bounds hA hB h _ (hpos i j ε hε)).2 i j hij
    rw [heq i, heq j, sub_self, sub_self, zero_add, zero_add] at h1
    have h2 := hrow i j ε hε
    have h3 := hrow j i ε hε
    have hw : pairWeight j i ε = pairWeight i j ε := by
      funext l
      simp only [pairWeight, or_comm]
    have hsym : ‖A j i‖ = ‖A i j‖ := by rw [← hA.apply j i, norm_star]
    rw [if_pos (by simp [hij.symm])] at h2
    rw [if_pos (by simp [hij]), hw, hsym] at h3
    have hi := mul_nonneg hε.le (hS i)
    have hj := mul_nonneg hε.le (hS j)
    have hT : 0 ≤ ‖A i j‖ + ε * (∑ l, ‖A i l‖ + ∑ l, ‖A j l‖) := by
      linarith [norm_nonneg (A i j)]
    have hq : 0 ≤ hoppingLoad A (pairWeight i j ε) j :=
      div_nonneg (Finset.sum_nonneg fun l _ =>
        mul_nonneg (norm_nonneg _) (hpos i j ε hε l).le) (hpos i j ε hε j).le
    refine (sq_le_sq₀ (norm_nonneg _) hT).mp (h1.trans ?_)
    rw [sq]
    exact mul_le_mul (by linarith) (by linarith) hq hT

/-- If two Hermitian Hamiltonians have the same ground energy in every local environment, they have
the same on-site energies and the same hopping moduli. -/
theorem entries_determined {A B : Matrix n n ℂ} (hA : A.IsHermitian) (hB : B.IsHermitian)
    (h : Isoenergetic A B) : (∀ i, A i i = B i i) ∧ ∀ i j, ‖A i j‖ = ‖B i j‖ := by
  have h' : Isoenergetic B A := fun v => (h v).symm
  have hre : ∀ i, (A i i).re = (B i i).re := fun i =>
    have : Nonempty n := ⟨i⟩
    le_antisymm ((one_sided_comparison hA hB h).1 i) ((one_sided_comparison hB hA h').1 i)
  have hd : ∀ i, A i i = B i i := fun i => Complex.ext (hre i)
    ((Complex.conj_eq_iff_im.mp (hA.apply i i)).trans
      (Complex.conj_eq_iff_im.mp (hB.apply i i)).symm)
  refine ⟨hd, fun i j => ?_⟩
  have : Nonempty n := ⟨i⟩
  by_cases hij : i = j
  · rw [← hij, hd i]
  · exact le_antisymm ((one_sided_comparison hB hA h').2 hre i j hij)
      ((one_sided_comparison hA hB h).2 (fun k => (hre k).symm) i j hij)

/-- Isoenergetic Hermitian Hamiltonians whose hoppings are all real and nonpositive are equal. -/
theorem eq_of_nonpositive_hoppings {A B : Matrix n n ℂ} (hA : A.IsHermitian)
    (hB : B.IsHermitian) (h : Isoenergetic A B)
    (hAneg : ∀ i j, i ≠ j → A i j = -(‖A i j‖ : ℂ))
    (hBneg : ∀ i j, i ≠ j → B i j = -(‖B i j‖ : ℂ)) : A = B := by
  obtain ⟨hd, ho⟩ := entries_determined hA hB h
  ext i j
  by_cases hij : i = j
  · rw [← hij, hd i]
  · rw [hAneg i j hij, hBneg i j hij, ho i j]

/-- Multiplying each entry `A i j` by `u i * star (u j)`, with unit complex numbers `u i`, leaves
the ground energy unchanged in every local environment. -/
theorem isoenergetic_of_phase_change (A : Matrix n n ℂ) (u : n → ℂ)
    (hu : ∀ i, u i * star (u i) = 1) :
    Isoenergetic A (diagonal u * A * diagonal (fun i => star (u i))) := by
  intro v
  have hU : diagonal u * diagonal (fun i => star (u i)) = (1 : Matrix n n ℂ) := by
    rw [Matrix.diagonal_mul_diagonal, ← Matrix.diagonal_one]
    exact congrArg diagonal (funext hu)
  unfold groundEnergy
  congr 1
  ext r
  -- the characteristic matrices are conjugate, because the potential is diagonal
  have hconj : algebraMap ℝ (Matrix n n ℂ) r -
      inEnvironment (diagonal u * A * diagonal (fun i => star (u i))) v =
      diagonal u * (algebraMap ℝ (Matrix n n ℂ) r - inEnvironment A v) *
        diagonal (fun i => star (u i)) := by
    ext i j
    simp only [inEnvironment, Matrix.sub_apply, Matrix.add_apply, Matrix.mul_diagonal,
      Matrix.diagonal_mul, Matrix.algebraMap_matrix_apply]
    by_cases hij : i = j
    · subst hij
      rw [if_pos rfl, Matrix.diagonal_apply_eq]
      linear_combination ((v i : ℂ) - algebraMap ℝ ℂ r) * hu i
    · rw [if_neg hij, Matrix.diagonal_apply_ne _ hij]
      ring
  rw [spectrum.mem_iff, spectrum.mem_iff, Matrix.isUnit_iff_isUnit_det,
    Matrix.isUnit_iff_isUnit_det, hconj, Matrix.det_mul, Matrix.det_mul, mul_right_comm,
    ← Matrix.det_mul, hU, Matrix.det_one, one_mul]

/-- The two-site Hamiltonians with zero on-site energies and hopping `1` or `i` are Hermitian,
isoenergetic and different. -/
theorem hopping_phase_witness :
    (!![0, 1; 1, 0] : Matrix (Fin 2) (Fin 2) ℂ).IsHermitian ∧
    (!![0, Complex.I; -Complex.I, 0] : Matrix (Fin 2) (Fin 2) ℂ).IsHermitian ∧
    Isoenergetic (!![0, 1; 1, 0] : Matrix (Fin 2) (Fin 2) ℂ)
      !![0, Complex.I; -Complex.I, 0] ∧
    (!![0, 1; 1, 0] : Matrix (Fin 2) (Fin 2) ℂ) ≠ !![0, Complex.I; -Complex.I, 0] := by
  refine ⟨?_, ?_, ?_, ?_⟩
  · refine Matrix.IsHermitian.ext fun i j => ?_
    fin_cases i <;> fin_cases j <;> simp
  · refine Matrix.IsHermitian.ext fun i j => ?_
    fin_cases i <;> fin_cases j <;> simp
  · -- rotate the phase of the second orbital by a quarter turn
    have h := isoenergetic_of_phase_change (!![0, 1; 1, 0] : Matrix (Fin 2) (Fin 2) ℂ)
      ![1, -Complex.I] (fun i => by fin_cases i <;> simp)
    convert h using 1
    ext i j
    rw [Matrix.mul_diagonal, Matrix.diagonal_mul]
    fin_cases i <;> fin_cases j <;> simp
  · intro h
    have h1 := congrArg Complex.re (congrFun (congrFun h 0) 1)
    simp at h1

end

end LocalEnvironments
```

```lean
#print axioms LocalEnvironments.groundEnergy_nonneg_of_dominance
-- 'LocalEnvironments.groundEnergy_nonneg_of_dominance' depends on axioms: [propext, Classical.choice, Quot.sound]
#print axioms LocalEnvironments.eq_of_nonpositive_hoppings
-- 'LocalEnvironments.eq_of_nonpositive_hoppings' depends on axioms: [propext, Classical.choice, Quot.sound]
```

## Sites, environments and energies

The matrix A describes one electron in a finite orthonormal set of site orbitals, indexed by `n`. Its diagonal entries are on-site energies and its off-diagonal entries are hoppings. `inEnvironment A v` is A + diag(v), so an environment shifts the site energies by real amounts and leaves the hoppings alone. `groundEnergy` is the infimum of the real spectrum, and `groundEnergy_isLeast` shows that for a Hermitian matrix of nonzero size it is the lowest eigenvalue. `Isoenergetic A B` says that these energies agree for every v.

The main theorem, `entries_determined`, takes Hermitian, isoenergetic A and B and concludes that A_ii = B_ii and |A_ij| = |B_ij| for all i and j. This bears on transferability in electronic structure, within a finite one-electron model whose surroundings act only through site energies: agreement in all such surroundings constrains the Hamiltonian itself, entry by entry. Environments that alter hoppings or orbital overlaps lie beyond the model, and so does agreement on only a limited set of potentials.

## From a dominant diagonal to two inequalities

Let A be Hermitian. Choose positive site weights d_k and suppose that, for every k,

∑_{l≠k} |A_kl| d_l ≤ A_kk d_k.

Let Ax = Ex with x ≠ 0, and let k be a site where |x_k|/d_k is largest. Then x_k ≠ 0 and |x_l| ≤ |x_k| d_l/d_k for every l. Row k of the eigenvalue equation gives

(E − A_kk) x_k = ∑_{l≠k} A_kl x_l,

|E − A_kk| |x_k| ≤ (|x_k|/d_k) ∑_{l≠k} |A_kl| d_l ≤ A_kk |x_k|.

Hence |E − A_kk| ≤ A_kk, and so E ≥ 0. This is `groundEnergy_nonneg_of_dominance`; its `calc` block is the second line, multiplied through by d_k.

Now let A and B be Hermitian and isoenergetic, with no assumption of dominance. Define the hopping load of A (`hoppingLoad`) and a potential by

L_k = (1/d_k) ∑_{l≠k} |A_kl| d_l,  v_k = L_k − A_kk.

The diagonal of A + diag(v) is now L_k, so dominance holds with equality and the ground energy is nonnegative. By isoenergeticity the same is true of B + diag(v), which is therefore positive semidefinite. Its diagonal entries and its 2 × 2 principal minors are nonnegative:

A_ii ≤ B_ii + L_i,

|B_ij|² ≤ (B_ii − A_ii + L_i)(B_jj − A_jj + L_j) for i ≠ j.

These are the two parts of `probe_bounds`.

## Isolating one site, then one bond

`pairWeight` puts weight 1 on sites i and j and ε > 0 elsewhere. Write S_i = ∑_l |A_il|. With j = i, the load satisfies L_i ≤ εS_i, so A_ii ≤ B_ii + εS_i for every ε > 0, and therefore A_ii ≤ B_ii. Exchanging A and B gives equality.

For i ≠ j, the loads satisfy L_i ≤ |A_ij| + εS_i and L_j ≤ |A_ij| + εS_j. Since the on-site energies agree, the second inequality becomes

|B_ij|² ≤ L_i L_j ≤ (|A_ij| + ε(S_i + S_j))².

Taking square roots and letting ε → 0 gives |B_ij| ≤ |A_ij|, and a second exchange gives equality. In `one_sided_comparison` the auxiliary statement `small` does the work of the limit and `hrow` bounds the loads; `entries_determined` makes the exchanges.

In a numerical calculation the same isolation can be done with a large barrier V. Setting v_i = 0 and v_k = V on all other sites makes the lowest eigenvalue approach A_ii as V grows. Setting v_i = −A_ii, v_j = −A_jj and V elsewhere makes it approach −|A_ij|.

## The phases that remain

Let U be diagonal with entries u_i of modulus 1. Since U commutes with diag(v),

UAU† + diag(v) = U(A + diag(v))U†,

and the spectrum is unchanged. This is `isoenergetic_of_phase_change`, proved by comparing determinants. In `hopping_phase_witness`, u = (1, −i) turns hopping 1 into hopping i at zero on-site energies. In the environment v, both matrices have ground energy

(v_0 + v_1)/2 − √((v_0 − v_1)²/4 + 1).

They differ only by the phase convention of the second orbital. Not every phase is of this kind: on a three-site ring with zero on-site energies, hoppings all −1 give ground energy −2, while hoppings all +1 give −1. Equal moduli alone therefore do not make two matrices isoenergetic. Nor do isoenergetic matrices always differ by a phase convention alone: a Hermitian A and its complex conjugate are isoenergetic, because A + diag(v) and its complex conjugate have the same real eigenvalues. On a three-site ring with A_01 A_12 A_20 = i, however, conjugation turns this product into −i, while a change of site phases leaves it alone.

If A and B are Hermitian and isoenergetic and all their hoppings are real and nonpositive, as in the usual nearest-neighbour model of s-like orbitals with equal signs, the moduli fix the hoppings, and `eq_of_nonpositive_hoppings` concludes A = B.
